# Janak's theorem for a hybrid functional on a finite grid: dE/df_i = ε_i for differentiable, self-consistent orbitals

When the occupation f_i of one orbital changes and all orbitals relax differentiably, the total energy of a hybrid functional on a finite grid changes at the rate

dE/df_i = ε_i,

where ε_i is the eigenvalue of orbital i in the hybrid Fock matrix. The functional combines a fraction of exact exchange with a differentiable local function of the density, and the one-electron and interaction matrices are symmetric. The orbitals are real and of unit length, and they are eigenvectors of the Fock matrix built from their own density matrix. This is a finite-matrix version of Janak's theorem: it takes the differentiable family of orbitals as given and does not construct it.

## The energy being differentiated

Let x and y label grid points and j label orbitals. The density matrix and density are

γ(x,y) = Σ_j f_j φ_j(x) φ_j(y),  n(x) = γ(x,x).

With one-electron matrix h, interaction w, exchange fraction a and local energy function e,

E = tr(hγ) + ½ Σ_xy w(x,y) n(x) n(y) − (a/2) Σ_xy w(x,y) γ(x,y) γ(y,x) + Σ_x e(n(x)).

The grid is the finite type `X` and the orbital labels form the finite type `J`. The exchange prefactor is the one for orbitals of a single spin. The model has no gradient-dependent functional, and `f` may take any real values, with no Pauli bounds or fixed electron number.

```lean
import Mathlib

open Matrix Filter Topology

namespace HybridJanak

noncomputable section

variable {X J : Type*} [Fintype X] [Fintype J]

/-- The one-particle density matrix of real orbitals `φ j` with occupations `f j`. -/
def densityMatrix (f : J → ℝ) (φ : J → X → ℝ) : Matrix X X ℝ :=
  Matrix.of fun x y => ∑ j, f j * φ j x * φ j y

/-- The hybrid energy: one-electron energy, Hartree energy, a fraction `a` of exact exchange,
and a local functional `e` of the density. -/
def hybridEnergy (h w : Matrix X X ℝ) (a : ℝ) (e : ℝ → ℝ) (γ : Matrix X X ℝ) : ℝ :=
  (h * γ).trace + (1 / 2) * ∑ x, ∑ y, w x y * γ x x * γ y y
    + a * (-(1 / 2) * ∑ x, ∑ y, w x y * γ x y * γ y x) + ∑ x, e (γ x x)
```

## Unit length, and orbitals that change smoothly

Unit length makes f_j the number of electrons in orbital j. Differentiability means that the orbital responds smoothly to the occupation, which can fail at a level crossing. Writing φ' for the derivative along the path and differentiating φ·φ = 1 gives

2 φ·φ' = 0.

The Lean proof does the same: it computes the derivative by the product rule, compares it with that of the constant 1, and uses uniqueness of derivatives. The condition `hunit` holds for all t near `t₀`, since a norm fixed only at `t₀` could still be changing there. If it were, orbital j would add 2 f_j ε_j φ_j·φ_j' to the energy derivative.

```lean
/-- A normalized real orbital is orthogonal to its derivative with respect to a parameter. -/
theorem orbital_orthogonal_deriv {φ : ℝ → X → ℝ} {t₀ : ℝ}
    (hφ : DifferentiableAt ℝ φ t₀) (hunit : ∀ᶠ t in 𝓝 t₀, φ t ⬝ᵥ φ t = 1) :
    φ t₀ ⬝ᵥ deriv φ t₀ = 0 := by
  have hd := hasDerivAt_pi.1 hφ.hasDerivAt
  have h1 : HasDerivAt (fun t => φ t ⬝ᵥ φ t)
      (∑ x, (deriv φ t₀ x * φ t₀ x + φ t₀ x * deriv φ t₀ x)) t₀ :=
    HasDerivAt.fun_sum fun x _ => (hd x).fun_mul (hd x)
  have h2 := h1.unique ((hasDerivAt_const t₀ (1 : ℝ)).congr_of_eventuallyEq hunit)
  have h3 : ∑ x, (deriv φ t₀ x * φ t₀ x + φ t₀ x * deriv φ t₀ x)
      = 2 * (φ t₀ ⬝ᵥ deriv φ t₀) := by
    simp only [dotProduct, Finset.mul_sum]
    exact Finset.sum_congr rfl fun x _ => by ring
  linarith
```

## Symmetric h and w

Symmetry of h makes the real one-electron operator Hermitian; symmetry of w says that x acts on y as y acts on x. The Fock matrix is

F(x,y) = h(x,y) + δ_xy [Σ_z w(x,z) n(z) + e'(n(x))] − a w(x,y) γ(x,y).

```lean
variable [DecidableEq X]

/-- The hybrid Fock matrix: one-electron part, Hartree and local potentials on the diagonal,
and a fraction `a` of nonlocal exchange. -/
def fockMatrix (h w : Matrix X X ℝ) (a : ℝ) (e : ℝ → ℝ) (γ : Matrix X X ℝ) : Matrix X X ℝ :=
  h + Matrix.diagonal (fun x => ∑ z, w x z * γ z z + deriv e (γ x x))
    - a • Matrix.of fun x y => w x y * γ x y
```

Since γ is symmetric, so is F, and the next lemma checks this entry by entry. The symmetry is needed later to move F from one orbital to another in a scalar product.

```lean
/-- The hybrid Fock matrix is symmetric when `h`, `w` and the density matrix are. -/
theorem fockMatrix_isSymm {h w γ : Matrix X X ℝ} (a : ℝ) (e : ℝ → ℝ)
    (hh : h.IsSymm) (hw : w.IsSymm) (hγ : γ.IsSymm) : (fockMatrix h w a e γ).IsSymm := by
  refine Matrix.IsSymm.ext fun x y => ?_
  simp only [fockMatrix, Matrix.add_apply, Matrix.sub_apply, Matrix.smul_apply, Matrix.of_apply]
  rw [hh.apply x y, (Matrix.isSymm_diagonal _).apply x y, hw.apply x y, hγ.apply x y]
```

Without symmetric h the result can fail. Take one orbital, h = [[0,1],[0,0]], w = 0 and e = 0. The vector (1,0) has eigenvalue 0, but for φ(t) = (cos(t−t₀), sin(t−t₀)) and occupation t the energy is t cos(t−t₀) sin(t−t₀), whose slope at t₀ is t₀.

An asymmetric w causes a different problem: E depends only on its symmetric part, whereas F as written uses all of w, so F need not be the derivative of E.

## A local functional with a derivative

Differentiability of e at the densities that occur means that the local potential e'(n(x)) exists. If e has a kink there, the energy can have different slopes for adding and removing charge, and no single eigenvalue matches both.

Let D be the derivative of γ along a path. Term by term, the energy changes at the rate

tr(hD) + ½ Σ_xy w(x,y) [D(x,x) n(y) + n(x) D(y,y)] − (a/2) Σ_xy w(x,y) [D(x,y) γ(y,x) + γ(x,y) D(y,x)] + Σ_x e'(n(x)) D(x,x).

Exchanging x and y, with w symmetric, makes the two halves of each bracket contribute equally. The factors ½ disappear, leaving

dE/dt = tr(hD) + Σ_xy w(x,y) D(x,x) n(y) − a Σ_xy w(x,y) γ(x,y) D(y,x) + Σ_x e'(n(x)) D(x,x) = tr(FD).

In the proof, `h1` to `h4` differentiate the four terms, `s2` and `s3` exchange the summation labels, and `hF` expands tr(FD).

```lean
/-- Along a differentiable path of density matrices, the hybrid energy changes at the rate
`tr(F γ')`, with `F` the hybrid Fock matrix. -/
theorem hybridEnergy_hasDerivAt {h w : Matrix X X ℝ} (a : ℝ) {e : ℝ → ℝ} (hw : w.IsSymm)
    {γ : ℝ → Matrix X X ℝ} {D : Matrix X X ℝ} {t₀ : ℝ}
    (hγ : ∀ x y, HasDerivAt (fun t => γ t x y) (D x y) t₀)
    (he : ∀ x, DifferentiableAt ℝ e (γ t₀ x x)) :
    HasDerivAt (fun t => hybridEnergy h w a e (γ t))
      (fockMatrix h w a e (γ t₀) * D).trace t₀ := by
  have h1 : HasDerivAt (fun t => (h * γ t).trace) (h * D).trace t₀ := by
    simp only [Matrix.trace, Matrix.diag_apply, Matrix.mul_apply]
    exact HasDerivAt.fun_sum fun x _ => HasDerivAt.fun_sum fun y _ => (hγ y x).const_mul (h x y)
  have h2 := HasDerivAt.fun_sum (u := Finset.univ) fun x _ =>
    HasDerivAt.fun_sum (u := Finset.univ) fun y _ =>
      ((hγ x x).const_mul (w x y)).fun_mul (hγ y y)
  have h3 := HasDerivAt.fun_sum (u := Finset.univ) fun x _ =>
    HasDerivAt.fun_sum (u := Finset.univ) fun y _ =>
      ((hγ x y).const_mul (w x y)).fun_mul (hγ y x)
  have h4 := HasDerivAt.fun_sum (u := Finset.univ) fun x _ =>
    HasDerivAt.comp (h := fun s => γ s x x) (h₂ := e) t₀ (he x).hasDerivAt (hγ x x)
  -- the symmetry of the interaction makes the two halves of each product rule equal
  have s2 : ∑ x, ∑ y, w x y * γ t₀ x x * D y y = ∑ x, ∑ y, w x y * D x x * γ t₀ y y := by
    rw [Finset.sum_comm]
    refine Finset.sum_congr rfl fun x _ => Finset.sum_congr rfl fun y _ => ?_
    rw [hw.apply x y]
    ring
  have s3 : ∑ x, ∑ y, w x y * D x y * γ t₀ y x = ∑ x, ∑ y, w x y * γ t₀ x y * D y x := by
    rw [Finset.sum_comm]
    refine Finset.sum_congr rfl fun x _ => Finset.sum_congr rfl fun y _ => ?_
    rw [hw.apply x y]
    ring
  have hF : (fockMatrix h w a e (γ t₀) * D).trace = (h * D).trace
      + (∑ x, ∑ y, w x y * D x x * γ t₀ y y + ∑ x, deriv e (γ t₀ x x) * D x x)
      - a * ∑ x, ∑ y, w x y * γ t₀ x y * D y x := by
    rw [fockMatrix, Matrix.sub_mul, Matrix.add_mul, Matrix.trace_sub, Matrix.trace_add,
      Matrix.smul_mul, Matrix.trace_smul, smul_eq_mul]
    congr 2
    simp only [Matrix.trace, Matrix.diag_apply, Matrix.diagonal_mul]
    rw [← Finset.sum_add_distrib]
    refine Finset.sum_congr rfl fun x _ => ?_
    rw [add_mul, Finset.sum_mul]
    congr 1
    exact Finset.sum_congr rfl fun y _ => by ring
  unfold hybridEnergy
  refine (((h1.fun_add (h2.const_mul (1 / 2))).fun_add
    ((h3.const_mul (-(1 / 2))).const_mul a)).fun_add h4).congr_deriv ?_
  simp only [Finset.sum_add_distrib]
  rw [hF, s2, s3]
  ring
```

## Orbitals that solve their own Fock equation

The hypothesis `heig` is the generalized Kohn-Sham equation Fφ_j = ε_j φ_j, with F built from the same orbitals and occupations. It is required only at `t₀`. Let g_j = df_j/dt. Then

D = Σ_j [g_j φ_j φ_jᵀ + f_j (φ_j' φ_jᵀ + φ_j φ_j'ᵀ)].

Because tr(F u vᵀ) = v·Fu,

dE/dt = Σ_j [g_j φ_j·Fφ_j + f_j (φ_j·Fφ_j' + φ_j'·Fφ_j)].

The eigenvalue equation, unit length and the symmetry of F give

φ_j·Fφ_j = ε_j,
φ_j'·Fφ_j = ε_j φ_j'·φ_j = 0,
φ_j·Fφ_j' = (Fφ_j)·φ_j' = 0.

Hence dE/dt = Σ_j g_j ε_j. In Lean, `hD` differentiates the density matrix, `htr` is the trace identity, and `hc`, `hr` and `hl` are the three scalar products in the order above. Without the eigenvalue equation, the relaxation terms 2 f_j φ_j'·Fφ_j generally survive. Mutual orthogonality of the orbitals is not assumed.

```lean
/-- If the occupations vary along a path and the relaxing unit orbitals are eigenvectors of the
hybrid Fock matrix at `t₀`, the energy derivative there is `∑ j, (df_j/dt) ε_j`. -/
theorem energy_deriv_along_occupations {h w : Matrix X X ℝ} (a : ℝ) {e : ℝ → ℝ}
    (hh : h.IsSymm) (hw : w.IsSymm) {f : ℝ → J → ℝ} {g ε : J → ℝ} {φ : ℝ → J → X → ℝ} {t₀ : ℝ}
    (hf : HasDerivAt f g t₀) (hφ : ∀ j, DifferentiableAt ℝ (fun t => φ t j) t₀)
    (hunit : ∀ j, ∀ᶠ t in 𝓝 t₀, φ t j ⬝ᵥ φ t j = 1)
    (he : ∀ x, DifferentiableAt ℝ e (densityMatrix (f t₀) (φ t₀) x x))
    (heig : ∀ j, fockMatrix h w a e (densityMatrix (f t₀) (φ t₀)) *ᵥ φ t₀ j = ε j • φ t₀ j) :
    HasDerivAt (fun t => hybridEnergy h w a e (densityMatrix (f t) (φ t)))
      (∑ j, g j * ε j) t₀ := by
  have hf' := hasDerivAt_pi.1 hf
  have hφ' := fun j => hasDerivAt_pi.1 (hφ j).hasDerivAt
  have hD : ∀ x y, HasDerivAt (fun t => densityMatrix (f t) (φ t) x y)
      ((∑ j, (g j • vecMulVec (φ t₀ j) (φ t₀ j)
        + f t₀ j • (vecMulVec (deriv (fun t => φ t j) t₀) (φ t₀ j)
          + vecMulVec (φ t₀ j) (deriv (fun t => φ t j) t₀))) : Matrix X X ℝ) x y) t₀ := by
    intro x y
    refine (HasDerivAt.fun_sum fun j _ =>
      ((hf' j).fun_mul (hφ' j x)).fun_mul (hφ' j y)).congr_deriv ?_
    simp only [Matrix.sum_apply, Matrix.add_apply, Matrix.smul_apply, vecMulVec_apply,
      smul_eq_mul]
    exact Finset.sum_congr rfl fun j _ => by ring
  refine (hybridEnergy_hasDerivAt a hw hD he).congr_deriv ?_
  have hsymm : (densityMatrix (f t₀) (φ t₀)).IsSymm := Matrix.IsSymm.ext fun x y =>
    Finset.sum_congr rfl fun j _ => by ring
  have hF := fockMatrix_isSymm a e hh hw hsymm
  generalize fockMatrix h w a e (densityMatrix (f t₀) (φ t₀)) = F at heig hF ⊢
  have htr : ∀ u v : X → ℝ, (F * vecMulVec u v).trace = v ⬝ᵥ (F *ᵥ u) := by
    intro u v
    simp only [Matrix.trace, Matrix.diag_apply, Matrix.mul_apply, vecMulVec_apply,
      dotProduct, Matrix.mulVec, Finset.mul_sum]
    exact Finset.sum_congr rfl fun x _ => Finset.sum_congr rfl fun y _ => by ring
  rw [Finset.mul_sum, Matrix.trace_sum]
  refine Finset.sum_congr rfl fun j _ => ?_
  -- normalization removes both orbital-relaxation terms
  have ho := orbital_orthogonal_deriv (hφ j) (hunit j)
  have hn := (hunit j).self_of_nhds
  have hv : φ t₀ j ᵥ* F = F *ᵥ φ t₀ j := by rw [← Matrix.vecMul_transpose, hF.eq]
  have hl : φ t₀ j ⬝ᵥ (F *ᵥ deriv (fun t => φ t j) t₀) = 0 := by
    rw [Matrix.dotProduct_mulVec, hv, heig j, smul_dotProduct, ho, smul_zero]
  have hr : deriv (fun t => φ t j) t₀ ⬝ᵥ (F *ᵥ φ t₀ j) = 0 := by
    rw [heig j, dotProduct_smul, dotProduct_comm, ho, smul_zero]
  have hc : φ t₀ j ⬝ᵥ (F *ᵥ φ t₀ j) = ε j := by
    rw [heig j, dotProduct_smul, hn, smul_eq_mul, mul_one]
  simp only [Matrix.mul_add, Matrix.mul_smul, Matrix.trace_add, Matrix.trace_smul, htr,
    hl, hr, hc, smul_eq_mul, add_zero, mul_zero]
```

## Only one occupation moves

In `janak_hybrid`, `Function.update f i t` sets the occupation of orbital i to t and leaves the others fixed, so g_i = 1 and all other g_j vanish. The sum reduces to ε_i. If other occupations moved too, their eigenvalues would enter with weights g_j. `HasDerivAt` says that the energy is differentiable at `t₀` with this derivative.

```lean
/-- Janak's theorem for hybrid functionals: with orbital relaxation included, the derivative of
the energy with respect to the occupation of orbital `i` is its eigenvalue `ε i`. -/
theorem janak_hybrid [DecidableEq J] {h w : Matrix X X ℝ} (a : ℝ) {e : ℝ → ℝ}
    (hh : h.IsSymm) (hw : w.IsSymm) (f : J → ℝ) (i : J) {ε : J → ℝ} {φ : ℝ → J → X → ℝ} {t₀ : ℝ}
    (hφ : ∀ j, DifferentiableAt ℝ (fun t => φ t j) t₀)
    (hunit : ∀ j, ∀ᶠ t in 𝓝 t₀, φ t j ⬝ᵥ φ t j = 1)
    (he : ∀ x, DifferentiableAt ℝ e (densityMatrix (Function.update f i t₀) (φ t₀) x x))
    (heig : ∀ j, fockMatrix h w a e (densityMatrix (Function.update f i t₀) (φ t₀)) *ᵥ φ t₀ j
      = ε j • φ t₀ j) :
    HasDerivAt (fun t => hybridEnergy h w a e (densityMatrix (Function.update f i t) (φ t)))
      (ε i) t₀ := by
  have hf : HasDerivAt (fun t => Function.update f i t) (Pi.single i (1 : ℝ)) t₀ := by
    refine hasDerivAt_pi.2 fun j => ?_
    by_cases hj : j = i
    · subst hj
      simpa using hasDerivAt_id' t₀
    · simpa [hj] using hasDerivAt_const t₀ (f j)
  refine (energy_deriv_along_occupations a hh hw hf hφ hunit he heig).congr_deriv ?_
  simp [Pi.single_apply]
```

## An eigenvalue that can be integrated

Integrating over the occupation from p to q gives

E(q) − E(p) = ∫_p^q ε_i(t) dt.

For this finite-grid model with a local functional, the identity connects hybrid eigenvalues to energy differences such as ionization energies; evaluating the integrand at half occupation gives a transition-state estimate.

The eigenvalue equation must now hold throughout the interval, while smoothness of the orbitals, unit length and differentiability of e are assumed on the whole real line. The proof applies `janak_hybrid` at each point and then the fundamental theorem of calculus. Integrability, `hε`, is a separate condition because a differentiable e may have a derivative too irregular to integrate. When e' is continuous, so is ε_i = φ_i·Fφ_i, and the condition is met.

```lean
/-- The energy difference between occupations `p` and `q` of orbital `i` is the integral of its
eigenvalue over the occupation. -/
theorem energy_difference_eq_integral [DecidableEq J] {h w : Matrix X X ℝ} (a : ℝ) {e : ℝ → ℝ}
    (hh : h.IsSymm) (hw : w.IsSymm) (f : J → ℝ) (i : J) {ε : ℝ → J → ℝ} {φ : ℝ → J → X → ℝ}
    {p q : ℝ} (hφ : ∀ j, Differentiable ℝ (fun t => φ t j))
    (hunit : ∀ t j, φ t j ⬝ᵥ φ t j = 1) (he : Differentiable ℝ e)
    (heig : ∀ t ∈ Set.uIcc p q, ∀ j,
      fockMatrix h w a e (densityMatrix (Function.update f i t) (φ t)) *ᵥ φ t j = ε t j • φ t j)
    (hε : IntervalIntegrable (fun t => ε t i) MeasureTheory.volume p q) :
    hybridEnergy h w a e (densityMatrix (Function.update f i q) (φ q))
      - hybridEnergy h w a e (densityMatrix (Function.update f i p) (φ p))
      = ∫ t in p..q, ε t i :=
  (intervalIntegral.integral_eq_sub_of_hasDerivAt (fun t ht =>
    janak_hybrid a hh hw f i (fun j => hφ j t) (fun j => Eventually.of_forall fun s => hunit s j)
      (fun _ => he _) (heig t ht)) hε).symm
```

## A dimer with numbers

A symmetric two-site dimer has the even orbital (1,1)/√2 and the odd orbital (1,−1)/√2.

```lean
/-- The even and odd orbitals of a symmetric two-site dimer. -/
def dimerOrbital : Fin 2 → Fin 2 → ℝ :=
  ![![√(1 / 2), √(1 / 2)], ![√(1 / 2), -√(1 / 2)]]
```

With hopping τ, on-site repulsion U and inter-site repulsion V, the density on each site is n = (f_0+f_1)/2 and the off-diagonal element of γ is d = (f_0−f_1)/2. Every Fock matrix then has equal diagonal entries and equal off-diagonal entries, so these orbitals remain eigenvectors, with

ε_0 = n(U+V−aU) + e'(n) − (τ + aVd),
ε_1 = n(U+V−aU) + e'(n) + (τ + aVd).

The proof computes γ from (1/√2)² = ½ and checks each component. Symmetry fixes the orbitals here, so the example shows self-consistency but no relaxation.

```lean
/-- For all occupations, the dimer orbitals are normalized eigenvectors of their own hybrid Fock
matrix, with hopping `τ`, on-site repulsion `U` and inter-site repulsion `V`. -/
theorem dimer_witness (τ U V a : ℝ) (e : ℝ → ℝ) (f : Fin 2 → ℝ) :
    (∀ j, dimerOrbital j ⬝ᵥ dimerOrbital j = 1) ∧
    ∀ j, fockMatrix !![0, -τ; -τ, 0] !![U, V; V, U] a e (densityMatrix f dimerOrbital)
        *ᵥ dimerOrbital j
      = (((f 0 + f 1) / 2 * (U + V - a * U) + deriv e ((f 0 + f 1) / 2))
          + ![-1, 1] j * (τ + a * V * ((f 0 - f 1) / 2))) • dimerOrbital j := by
  have hs : √(1 / 2 : ℝ) * √(1 / 2 : ℝ) = 1 / 2 := Real.mul_self_sqrt (by norm_num)
  unfold dimerOrbital
  generalize √(1 / 2 : ℝ) = s at hs ⊢
  have hγ : densityMatrix f ![![s, s], ![s, -s]]
      = !![(f 0 + f 1) / 2, (f 0 - f 1) / 2; (f 0 - f 1) / 2, (f 0 + f 1) / 2] := by
    ext x y
    fin_cases x <;> fin_cases y <;> simp [densityMatrix, Fin.sum_univ_two]
    · linear_combination (f 0 + f 1) * hs
    · linear_combination (f 0 - f 1) * hs
    · linear_combination (f 0 - f 1) * hs
    · linear_combination (f 0 + f 1) * hs
  rw [hγ]
  constructor
  · intro j
    fin_cases j <;> simp [dotProduct, Fin.sum_univ_two] <;> linarith
  · intro j
    ext x
    fin_cases j <;> fin_cases x <;>
      simp [fockMatrix, Matrix.mulVec, dotProduct, Fin.sum_univ_two] <;> ring

end

end HybridJanak
```

Take τ = 1, U = 4, V = 2, a = ¼, e(n) = −n², f_0 = t and f_1 = 0. Then n = d = t/2, and the four energy terms are −t, 1.5t², −0.375t² and −0.5t²:

E(t) = −t + 0.625t²,  dE/dt = −1 + 1.25t.

The eigenvalue formula gives

ε_0 = 2.5t − t − (1 + 0.25t) = −1 + 1.25t,

in agreement. At t = 1 the eigenvalue is 0.25, while filling the orbital from 0 to 1 changes the energy by −0.375. That equals ε_0 at t = ½, exactly so because ε_0 is linear in t.

```lean
#print axioms HybridJanak.janak_hybrid
#print axioms HybridJanak.energy_difference_eq_integral
```

```
'HybridJanak.janak_hybrid' depends on axioms: [propext, Classical.choice, Quot.sound]
'HybridJanak.energy_difference_eq_integral' depends on axioms: [propext, Classical.choice, Quot.sound]
```
